# At fixed screening, the Born transport integral of a Yukawa impurity scales as Z²

For $\kappa,q>0$, the potential $V(r)=Ze^{-\kappa r}/r$ has radial Fourier transform $4\pi Z/(q^2+\kappa^2)$. If $w(q)/(q^2+\kappa^2)^2$ is integrable on a measurable set $S$ of positive $q$, the integral over $S$ of $w$ times the squared transform is therefore $Z^2$ times its $Z=1$ value, and even in $Z$.

In Lean 4 with Mathlib:

```lean
import Mathlib

open MeasureTheory Set Filter
open scoped Real Topology

namespace LindeBornAmplitude

noncomputable section

/-- Screened Coulomb (Yukawa) potential of strength `Z` and inverse screening length `κ`. -/
def yukawa (Z κ r : ℝ) : ℝ := Z * Real.exp (-κ * r) / r

/-- Radial Fourier transform `(4π/q) ∫₀^∞ r V(r) sin(q r) dr` of a central potential. -/
def radialFT (V : ℝ → ℝ) (q : ℝ) : ℝ :=
  4 * π / q * ∫ r in Ioi (0 : ℝ), r * V r * Real.sin (q * r)

/-- Integral of the squared radial transform against a weight `w` over a set `S` of
momentum transfers. -/
def weightedBorn (V w : ℝ → ℝ) (S : Set ℝ) : ℝ :=
  ∫ q in S, w q * radialFT V q ^ 2

/-- Transport integral at wave number `k`: the squared radial transform with weight `q³`
over momentum transfers `0 < q ≤ 2k`. -/
def transportIntegral (V : ℝ → ℝ) (k : ℝ) : ℝ :=
  weightedBorn V (fun q => q ^ 3) (Ioc 0 (2 * k))

/-- The damped wave `exp(-κ r) sin(q r)` is integrable on the half line for `κ > 0`. -/
theorem integrableOn_damped_sin {κ : ℝ} (hκ : 0 < κ) (q : ℝ) :
    IntegrableOn (fun r => Real.exp (-κ * r) * Real.sin (q * r)) (Ioi (0 : ℝ)) := by
  have hc : Continuous fun r : ℝ => Real.exp (-κ * r) * Real.sin (q * r) := by fun_prop
  refine Integrable.mono' (exp_neg_integrableOn_Ioi 0 hκ) hc.aestronglyMeasurable ?_
  refine Filter.Eventually.of_forall fun r => ?_
  show ‖Real.exp (-κ * r) * Real.sin (q * r)‖ ≤ Real.exp (-κ * r)
  rw [Real.norm_eq_abs, abs_mul, abs_of_pos (Real.exp_pos _)]
  exact mul_le_of_le_one_right (Real.exp_pos _).le (Real.abs_sin_le_one _)

/-- The integral of `exp(-κ r) sin(q r)` over `r > 0` is `q / (q² + κ²)` for `κ > 0`. -/
theorem integral_damped_sin {κ : ℝ} (hκ : 0 < κ) (q : ℝ) :
    ∫ r in Ioi (0 : ℝ), Real.exp (-κ * r) * Real.sin (q * r) = q / (q ^ 2 + κ ^ 2) := by
  have hD : 0 < q ^ 2 + κ ^ 2 := by positivity
  have hc : (q ^ 2 + κ ^ 2)⁻¹ * (q ^ 2 + κ ^ 2) = 1 := inv_mul_cancel₀ hD.ne'
  have hl : ∀ c r : ℝ, HasDerivAt (fun x : ℝ => c * x) c r := fun c r => by
    simpa using (hasDerivAt_id r).const_mul c
  -- the antiderivative
  have hd : ∀ r : ℝ, HasDerivAt (fun x : ℝ => -(q ^ 2 + κ ^ 2)⁻¹ *
      (Real.exp (-κ * x) * (κ * Real.sin (q * x) + q * Real.cos (q * x))))
      (Real.exp (-κ * r) * Real.sin (q * r)) r := by
    intro r
    have h1 : HasDerivAt (fun x : ℝ => Real.exp (-κ * x)) (Real.exp (-κ * r) * (-κ)) r :=
      (hl (-κ) r).exp
    have h2 : HasDerivAt (fun x : ℝ => Real.sin (q * x)) (Real.cos (q * r) * q) r :=
      (hl q r).sin
    have h3 : HasDerivAt (fun x : ℝ => Real.cos (q * x)) (-Real.sin (q * r) * q) r :=
      (hl q r).cos
    have h4 : HasDerivAt (fun x : ℝ => -(q ^ 2 + κ ^ 2)⁻¹ *
        (Real.exp (-κ * x) * (κ * Real.sin (q * x) + q * Real.cos (q * x))))
        (-(q ^ 2 + κ ^ 2)⁻¹ *
          (Real.exp (-κ * r) * (-κ) * (κ * Real.sin (q * r) + q * Real.cos (q * r)) +
            Real.exp (-κ * r) *
              (κ * (Real.cos (q * r) * q) + q * (-Real.sin (q * r) * q)))) r :=
      (h1.fun_mul ((h2.const_mul κ).fun_add (h3.const_mul q))).const_mul _
    refine h4.congr_deriv ?_
    linear_combination (Real.exp (-κ * r) * Real.sin (q * r)) * hc
  -- the antiderivative vanishes at infinity
  have he : Tendsto (fun r : ℝ => Real.exp (-κ * r)) atTop (𝓝 0) :=
    (Real.tendsto_exp_neg_atTop_nhds_zero.comp
      (Filter.Tendsto.const_mul_atTop hκ Filter.tendsto_id)).congr fun r => by simp
  have hs : Tendsto (fun r : ℝ => Real.exp (-κ * r) * Real.sin (q * r)) atTop (𝓝 0) := by
    refine squeeze_zero_norm (fun r => ?_) he
    show ‖Real.exp (-κ * r) * Real.sin (q * r)‖ ≤ Real.exp (-κ * r)
    rw [Real.norm_eq_abs, abs_mul, abs_of_pos (Real.exp_pos _)]
    exact mul_le_of_le_one_right (Real.exp_pos _).le (Real.abs_sin_le_one _)
  have hcs : Tendsto (fun r : ℝ => Real.exp (-κ * r) * Real.cos (q * r)) atTop (𝓝 0) := by
    refine squeeze_zero_norm (fun r => ?_) he
    show ‖Real.exp (-κ * r) * Real.cos (q * r)‖ ≤ Real.exp (-κ * r)
    rw [Real.norm_eq_abs, abs_mul, abs_of_pos (Real.exp_pos _)]
    exact mul_le_of_le_one_right (Real.exp_pos _).le (Real.abs_cos_le_one _)
  have hlim : Tendsto (fun x : ℝ => -(q ^ 2 + κ ^ 2)⁻¹ *
      (Real.exp (-κ * x) * (κ * Real.sin (q * x) + q * Real.cos (q * x)))) atTop (𝓝 0) := by
    have h := ((hs.const_mul κ).add (hcs.const_mul q)).const_mul (-(q ^ 2 + κ ^ 2)⁻¹)
    have h0 : -(q ^ 2 + κ ^ 2)⁻¹ * (κ * 0 + q * 0) = 0 := by ring
    rw [h0] at h
    exact h.congr fun r => by ring
  have key := integral_Ioi_of_hasDerivAt_of_tendsto (hd 0).continuousAt.continuousWithinAt
    (fun x _ => hd x) (integrableOn_damped_sin hκ q) hlim
  refine key.trans ?_
  simp only [mul_zero, Real.exp_zero, Real.sin_zero, Real.cos_zero]
  ring

/-- For `r > 0` the factor `r` of the radial transform cancels the `1/r` of the screened
potential. -/
theorem radial_integrand (Z κ q : ℝ) {r : ℝ} (hr : 0 < r) :
    r * yukawa Z κ r * Real.sin (q * r) = Z * (Real.exp (-κ * r) * Real.sin (q * r)) := by
  unfold yukawa
  calc r * (Z * Real.exp (-κ * r) / r) * Real.sin (q * r)
      = (r * r⁻¹) * (Z * (Real.exp (-κ * r) * Real.sin (q * r))) := by ring
    _ = Z * (Real.exp (-κ * r) * Real.sin (q * r)) := by
        rw [mul_inv_cancel₀ hr.ne', one_mul]

/-- For `κ, q > 0` the radial integral of the screened potential converges
and the radial transform equals `4πZ / (q² + κ²)`. -/
theorem radialFT_yukawa (Z : ℝ) {κ q : ℝ} (hκ : 0 < κ) (hq : 0 < q) :
    IntegrableOn (fun r => r * yukawa Z κ r * Real.sin (q * r)) (Ioi (0 : ℝ)) ∧
      radialFT (yukawa Z κ) q = 4 * π * Z / (q ^ 2 + κ ^ 2) := by
  have heq : EqOn (fun r => Z * (Real.exp (-κ * r) * Real.sin (q * r)))
      (fun r => r * yukawa Z κ r * Real.sin (q * r)) (Ioi (0 : ℝ)) :=
    fun r hr => (radial_integrand Z κ q hr).symm
  have hint : IntegrableOn (fun r => Z * (Real.exp (-κ * r) * Real.sin (q * r)))
      (Ioi (0 : ℝ)) := Integrable.const_mul (integrableOn_damped_sin hκ q) Z
  refine ⟨IntegrableOn.congr_fun hint heq measurableSet_Ioi, ?_⟩
  have h1 : ∫ r in Ioi (0 : ℝ), r * yukawa Z κ r * Real.sin (q * r)
      = ∫ r in Ioi (0 : ℝ), Z * (Real.exp (-κ * r) * Real.sin (q * r)) :=
    (setIntegral_congr_fun measurableSet_Ioi heq).symm
  unfold radialFT
  rw [h1, integral_const_mul, integral_damped_sin hκ q]
  calc 4 * π / q * (Z * (q / (q ^ 2 + κ ^ 2)))
      = (q * q⁻¹) * (4 * π * Z / (q ^ 2 + κ ^ 2)) := by ring
    _ = 4 * π * Z / (q ^ 2 + κ ^ 2) := by rw [mul_inv_cancel₀ hq.ne', one_mul]

/-- For `κ > 0`, if `w / (q² + κ²)²` is integrable on a measurable set `S` of positive `q`, the weighted
squared radial transform of the screened potential is integrable there, with integral `16π²Z² ∫_S w / (q² + κ²)²`. -/
theorem weightedBorn_yukawa (Z : ℝ) {κ : ℝ} {w : ℝ → ℝ} {S : Set ℝ} (hκ : 0 < κ)
    (hS : MeasurableSet S) (hpos : S ⊆ Ioi 0)
    (hw : IntegrableOn (fun q => w q / (q ^ 2 + κ ^ 2) ^ 2) S) :
    IntegrableOn (fun q => w q * radialFT (yukawa Z κ) q ^ 2) S ∧
      weightedBorn (yukawa Z κ) w S
        = 16 * π ^ 2 * Z ^ 2 * ∫ q in S, w q / (q ^ 2 + κ ^ 2) ^ 2 := by
  -- insert the closed form of the transform pointwise on S
  have heq : EqOn (fun q => 16 * π ^ 2 * Z ^ 2 * (w q / (q ^ 2 + κ ^ 2) ^ 2))
      (fun q => w q * radialFT (yukawa Z κ) q ^ 2) S := by
    intro q hq
    have hq' : 0 < q := hpos hq
    show 16 * π ^ 2 * Z ^ 2 * (w q / (q ^ 2 + κ ^ 2) ^ 2)
      = w q * radialFT (yukawa Z κ) q ^ 2
    rw [(radialFT_yukawa Z hκ hq').2, div_pow]
    ring
  have hint : IntegrableOn
      (fun q => 16 * π ^ 2 * Z ^ 2 * (w q / (q ^ 2 + κ ^ 2) ^ 2)) S :=
    Integrable.const_mul hw _
  refine ⟨IntegrableOn.congr_fun hint heq hS, ?_⟩
  have h1 : ∫ q in S, w q * radialFT (yukawa Z κ) q ^ 2
      = ∫ q in S, 16 * π ^ 2 * Z ^ 2 * (w q / (q ^ 2 + κ ^ 2) ^ 2) :=
    (setIntegral_congr_fun hS heq).symm
  unfold weightedBorn
  rw [h1, integral_const_mul]

/-- For `κ > 0` and `w / (q² + κ²)²` integrable on a measurable set `S` of positive `q`, the
weighted integral over `S` of the squared radial transform of the screened potential
converges, is `Z²` times its value at `Z = 1`, and is the same for `Z` and `-Z`. -/
theorem linde_scaling (Z : ℝ) {κ : ℝ} {w : ℝ → ℝ} {S : Set ℝ} (hκ : 0 < κ)
    (hS : MeasurableSet S) (hpos : S ⊆ Ioi 0)
    (hw : IntegrableOn (fun q => w q / (q ^ 2 + κ ^ 2) ^ 2) S) :
    IntegrableOn (fun q => w q * radialFT (yukawa Z κ) q ^ 2) S ∧
      weightedBorn (yukawa Z κ) w S = Z ^ 2 * weightedBorn (yukawa 1 κ) w S ∧
      weightedBorn (yukawa (-Z) κ) w S = weightedBorn (yukawa Z κ) w S := by
  have h := fun Y : ℝ => weightedBorn_yukawa Y hκ hS hpos hw
  refine ⟨(h Z).1, ?_, ?_⟩
  · rw [(h Z).2, (h 1).2]
    ring
  · rw [(h (-Z)).2, (h Z).2]
    ring

/-- For `κ > 0` and `Q ≥ 0` the function `q³ / (q² + κ²)²` is integrable on `(0, Q]`, with integral
`½ [ln(1 + Q²/κ²) - Q²/(Q² + κ²)]`. -/
theorem integral_cubic_weight {κ Q : ℝ} (hκ : 0 < κ) (hQ : 0 ≤ Q) :
    IntegrableOn (fun q : ℝ => q ^ 3 / (q ^ 2 + κ ^ 2) ^ 2) (Ioc 0 Q) ∧
      ∫ q in Ioc 0 Q, q ^ 3 / (q ^ 2 + κ ^ 2) ^ 2
        = 1 / 2 * (Real.log (1 + Q ^ 2 / κ ^ 2) - Q ^ 2 / (Q ^ 2 + κ ^ 2)) := by
  have hD : ∀ q : ℝ, 0 < q ^ 2 + κ ^ 2 := fun q => by positivity
  have hκ2 : κ ^ 2 ≠ 0 := (pow_pos hκ 2).ne'
  have c1 : Continuous fun q : ℝ => q ^ 3 := by fun_prop
  have c2 : Continuous fun q : ℝ => (q ^ 2 + κ ^ 2) ^ 2 := by fun_prop
  have hcont : Continuous fun q : ℝ => q ^ 3 / (q ^ 2 + κ ^ 2) ^ 2 :=
    c1.div c2 fun q => (pow_pos (hD q) 2).ne'
  refine ⟨hcont.integrableOn_Icc.mono_set Ioc_subset_Icc_self, ?_⟩
  -- the antiderivative
  have hd : ∀ x : ℝ, HasDerivAt
      (fun q : ℝ => 1 / 2 * (Real.log (q ^ 2 + κ ^ 2) + κ ^ 2 / (q ^ 2 + κ ^ 2)))
      (x ^ 3 / (x ^ 2 + κ ^ 2) ^ 2) x := by
    intro x
    have hne : x ^ 2 + κ ^ 2 ≠ 0 := (hD x).ne'
    have hp : HasDerivAt (fun q : ℝ => q ^ 2 + κ ^ 2) (2 * x) x :=
      ((hasDerivAt_pow 2 x).add_const (κ ^ 2)).congr_deriv (by norm_num)
    have h : HasDerivAt
        (fun q : ℝ => 1 / 2 * (Real.log (q ^ 2 + κ ^ 2) + κ ^ 2 / (q ^ 2 + κ ^ 2)))
        (1 / 2 * (2 * x / (x ^ 2 + κ ^ 2) +
          (0 * (x ^ 2 + κ ^ 2) - κ ^ 2 * (2 * x)) / (x ^ 2 + κ ^ 2) ^ 2)) x :=
      ((hp.log hne).fun_add ((hasDerivAt_const x (κ ^ 2)).fun_div hp hne)).const_mul _
    refine h.congr_deriv ?_
    field_simp
    ring
  have key := intervalIntegral.integral_eq_sub_of_hasDerivAt (fun x _ => hd x)
    (hcont.intervalIntegrable 0 Q)
  have h0 : (0 : ℝ) ^ 2 + κ ^ 2 = κ ^ 2 := by ring
  have harg : 1 + Q ^ 2 / κ ^ 2 = (Q ^ 2 + κ ^ 2) / κ ^ 2 := by
    rw [add_div, div_self hκ2]
    ring
  have hlog : Real.log (1 + Q ^ 2 / κ ^ 2) = Real.log (Q ^ 2 + κ ^ 2) - Real.log (κ ^ 2) := by
    rw [harg, Real.log_div (hD Q).ne' hκ2]
  have h1 : κ ^ 2 / (Q ^ 2 + κ ^ 2) = 1 - Q ^ 2 / (Q ^ 2 + κ ^ 2) := by
    rw [eq_sub_iff_add_eq, ← add_div, add_comm (κ ^ 2), div_self (hD Q).ne']
  rw [← intervalIntegral.integral_of_le hQ]
  refine key.trans ?_
  show 1 / 2 * (Real.log (Q ^ 2 + κ ^ 2) + κ ^ 2 / (Q ^ 2 + κ ^ 2))
    - 1 / 2 * (Real.log ((0 : ℝ) ^ 2 + κ ^ 2) + κ ^ 2 / ((0 : ℝ) ^ 2 + κ ^ 2)) = _
  rw [h0, hlog, div_self hκ2, h1]
  ring

/-- For `κ > 0` and `k ≥ 0` the transport integral of the screened potential is
`8π²Z² [ln(1 + 4k²/κ²) - 4k²/(4k² + κ²)]`. -/
theorem transportIntegral_yukawa (Z : ℝ) {κ k : ℝ} (hκ : 0 < κ) (hk : 0 ≤ k) :
    transportIntegral (yukawa Z κ) k = 8 * π ^ 2 * Z ^ 2 *
      (Real.log (1 + 4 * k ^ 2 / κ ^ 2) - 4 * k ^ 2 / (4 * k ^ 2 + κ ^ 2)) := by
  have hI := integral_cubic_weight hκ (show 0 ≤ 2 * k by linarith)
  have h : weightedBorn (yukawa Z κ) (fun q => q ^ 3) (Ioc 0 (2 * k))
      = 16 * π ^ 2 * Z ^ 2 * ∫ q in Ioc 0 (2 * k), q ^ 3 / (q ^ 2 + κ ^ 2) ^ 2 :=
    (weightedBorn_yukawa Z (w := fun q => q ^ 3) hκ measurableSet_Ioc
      Ioc_subset_Ioi_self hI.1).2
  have h2 : (2 * k) ^ 2 = 4 * k ^ 2 := by ring
  unfold transportIntegral
  rw [h, hI.2, h2]
  ring

/-- For `κ, k > 0` the transport integral increases strictly with `|Z|`. -/
theorem transportIntegral_lt {Z₁ Z₂ κ k : ℝ} (hκ : 0 < κ) (hk : 0 < k) (hZ : |Z₁| < |Z₂|) :
    transportIntegral (yukawa Z₁ κ) k < transportIntegral (yukawa Z₂ κ) k := by
  have hκ2 : κ ^ 2 ≠ 0 := (pow_pos hκ 2).ne'
  have hD : 0 < 4 * k ^ 2 + κ ^ 2 := by positivity
  have hx : 0 < 4 * k ^ 2 / κ ^ 2 := by positivity
  have hone : (1 + 4 * k ^ 2 / κ ^ 2)⁻¹ ≠ 1 := by
    intro h
    have h' := inv_eq_one.mp h
    linarith
  -- ln y < y - 1 at y = (1 + 4k²/κ²)⁻¹ makes the bracket positive
  have hlog := Real.log_lt_sub_one_of_pos
    (inv_pos.mpr (by linarith : 0 < 1 + 4 * k ^ 2 / κ ^ 2)) hone
  have harg : 1 + 4 * k ^ 2 / κ ^ 2 = (4 * k ^ 2 + κ ^ 2) / κ ^ 2 := by
    rw [add_div, div_self hκ2]
    ring
  have hinv : (1 + 4 * k ^ 2 / κ ^ 2)⁻¹ = 1 - 4 * k ^ 2 / (4 * k ^ 2 + κ ^ 2) := by
    rw [harg, inv_div, eq_sub_iff_add_eq, ← add_div, add_comm (κ ^ 2), div_self hD.ne']
  rw [Real.log_inv, hinv] at hlog
  have hB : 0 < Real.log (1 + 4 * k ^ 2 / κ ^ 2) - 4 * k ^ 2 / (4 * k ^ 2 + κ ^ 2) := by
    linarith
  have hz : Z₁ ^ 2 < Z₂ ^ 2 := sq_lt_sq.mpr hZ
  have hπ : 0 < 8 * π ^ 2 := by positivity
  rw [transportIntegral_yukawa Z₁ hκ hk.le, transportIntegral_yukawa Z₂ hκ hk.le]
  exact mul_lt_mul_of_pos_right (mul_lt_mul_of_pos_left hz hπ) hB

/-- At fixed `q > 0` the radial transform of the screened potential tends to `4πZ / q²`
as `κ → 0⁺`. -/
theorem radialFT_unscreened_limit (Z : ℝ) {q : ℝ} (hq : 0 < q) :
    Tendsto (fun κ => radialFT (yukawa Z κ) q) (𝓝[>] 0) (𝓝 (4 * π * Z / q ^ 2)) := by
  have hD : ∀ κ : ℝ, 0 < q ^ 2 + κ ^ 2 := fun κ => by positivity
  have c1 : Continuous fun _ : ℝ => 4 * π * Z := continuous_const
  have c2 : Continuous fun κ : ℝ => q ^ 2 + κ ^ 2 := by fun_prop
  have hc : Continuous fun κ : ℝ => 4 * π * Z / (q ^ 2 + κ ^ 2) :=
    c1.div c2 fun κ => (hD κ).ne'
  have ht : Tendsto (fun κ : ℝ => 4 * π * Z / (q ^ 2 + κ ^ 2)) (𝓝[>] 0)
      (𝓝 (4 * π * Z / q ^ 2)) :=
    (hc.tendsto' 0 _ (by simp)).mono_left nhdsWithin_le_nhds
  refine ht.congr' ?_
  filter_upwards [self_mem_nhdsWithin] with κ hκ
  exact (radialFT_yukawa Z hκ hq).2.symm

end

end LindeBornAmplitude
```

```lean
#print axioms LindeBornAmplitude.linde_scaling
#print axioms LindeBornAmplitude.transportIntegral_yukawa
#print axioms LindeBornAmplitude.transportIntegral_lt
#print axioms LindeBornAmplitude.radialFT_unscreened_limit
```

```
'LindeBornAmplitude.linde_scaling' depends on axioms: [propext, Classical.choice, Quot.sound]
'LindeBornAmplitude.transportIntegral_yukawa' depends on axioms: [propext, Classical.choice, Quot.sound]
'LindeBornAmplitude.transportIntegral_lt' depends on axioms: [propext, Classical.choice, Quot.sound]
'LindeBornAmplitude.radialFT_unscreened_limit' depends on axioms: [propext, Classical.choice, Quot.sound]
```

## From the impurity potential to the definitions

In `yukawa Z κ r`, the real number $Z$ is the strength of the impurity potential, in units that absorb the Coulomb prefactor. For a dilute alloy it stands, up to sign, for the valence difference between impurity and host: an impurity of higher valence attracts electrons, which makes $Z$ negative here. The parameter $\kappa$ is the inverse screening length of the host's electrons; it is held fixed while $Z$ varies.

`radialFT V q` is
$$\tilde V(q)=\frac{4\pi}{q}\int_0^\infty rV(r)\sin(qr)\,dr,$$
the three-dimensional transform $\int e^{-i\mathbf q\cdot\mathbf r}V\,d^3r$ of a central potential after the angular integration. The first Born scattering amplitude is proportional to it.

`weightedBorn V w S` is $\int_S w(q)\tilde V(q)^2\,dq$. The special case `transportIntegral V k` takes $w=q^3$ and $0<q\le 2k$. For elastic scattering through an angle $\theta$ at wave number $k$, $q=2k\sin(\theta/2)$, so
$$(1-\cos\theta)\sin\theta\,d\theta=\frac{q^3\,dq}{2k^4}.$$
The cubic weight thus combines solid angle with momentum loss.

Linde's rule is the empirical finding that, at equal concentration, the resistivity added to a noble metal by dilute non-transition impurities from one row of the periodic table grows roughly as the square of the valence difference. `linde_scaling` gives the factor $Z^2$ in the simplest model of this rule: isolated impurities, the first Born approximation and $Z$-independent screening. The file defines no resistivity, and it derives neither the Born approximation nor the screened potential.

## The amplitude

The factor $r$ cancels $1/r$, as `radial_integrand` records, leaving $Z\int_0^\infty e^{-\kappa r}\sin(qr)\,dr$. This converges absolutely because $|e^{-\kappa r}\sin(qr)|\le e^{-\kappa r}$, which is `integrableOn_damped_sin`. Let
$$F(r)=-\frac{e^{-\kappa r}(\kappa\sin qr+q\cos qr)}{q^2+\kappa^2}.$$
Differentiation gives
$$F'(r)=\frac{e^{-\kappa r}\left[\kappa^2\sin qr+\kappa q\cos qr-\kappa q\cos qr+q^2\sin qr\right]}{q^2+\kappa^2}=e^{-\kappa r}\sin qr.$$
Since $F(r)\to0$ as $r\to\infty$ and $F(0)=-q/(q^2+\kappa^2)$, the integral is $q/(q^2+\kappa^2)$. Multiplication by $4\pi Z/q$ yields `radialFT_yukawa`.

In `integral_damped_sin`, `hd` is the derivative, with `linear_combination` doing the cancellation, and `hlim` is the limit at infinity.

## The fundamental theorem on a half line

The calculation turns on Mathlib's `integral_Ioi_of_hasDerivAt_of_tendsto`. It asks for four things: continuity of $F$ at the left endpoint, the derivative on the open half line, integrability of $F'$, and a limit of $F$ at infinity. It returns the limit minus $F(0)$.

Integrability is a separate input because a convergent antiderivative does not supply it: $\int_0^R \sin r/r\,dr$ has a limit as $R\to\infty$, yet $\sin r/r$ is not Lebesgue integrable on the half line. Here the exponential bound settles the matter.

## Squaring, scaling and the transport integral

On $S$ every $q$ is positive, so the closed form applies pointwise:
$$\int_S w\tilde V^2\,dq=16\pi^2Z^2\int_S\frac{w(q)}{(q^2+\kappa^2)^2}\,dq.$$
This is `weightedBorn_yukawa`, which also proves that the left-hand integrand is integrable. `linde_scaling` compares the formula at $Z$, $1$ and $-Z$.

For the cubic weight, `integral_cubic_weight` uses
$$G(q)=\tfrac12\left[\ln(q^2+\kappa^2)+\frac{\kappa^2}{q^2+\kappa^2}\right],$$
$$G'(q)=\frac{q}{q^2+\kappa^2}-\frac{\kappa^2q}{(q^2+\kappa^2)^2}=\frac{q^3}{(q^2+\kappa^2)^2}.$$
Then, for $Q\ge0$,
$$G(Q)-G(0)=\tfrac12\left[\ln\left(1+\frac{Q^2}{\kappa^2}\right)-\frac{Q^2}{Q^2+\kappa^2}\right].$$
Setting $Q=2k$ and multiplying by $16\pi^2Z^2$ gives `transportIntegral_yukawa`, for $k\ge0$:
$$8\pi^2Z^2\left[\ln\left(1+\frac{4k^2}{\kappa^2}\right)-\frac{4k^2}{4k^2+\kappa^2}\right].$$

For $k>0$, put $y=\kappa^2/(4k^2+\kappa^2)$. The bracket is $-\ln y-(1-y)$, which is positive because $\ln y<y-1$ for positive $y\ne1$. Hence the transport integral increases strictly with $|Z|$, as `transportIntegral_lt` states.

Finally, `radialFT_unscreened_limit` lets $\kappa\to0^+$ in the closed form at fixed $q>0$ and obtains the Coulomb value $4\pi Z/q^2$. The limit is taken after the radial integral: at $\kappa=0$ the integrand $Z\sin(qr)$ has no convergent integral unless $Z=0$.
